# Column-stochastic maps do not increase the relative entropy of two finite population vectors

After each time step of a kinetics run I compute the relative entropy between two population vectors that started differently but are propagated by the same transition matrix. If it rises by more than rounding error, I stop and look for a faulty step. The check relies on the data processing inequality: for a column-stochastic matrix \(T\), possibly rectangular, and nonnegative populations \(p, q\) on finitely many states, with \(q_j = 0\) only where \(p_j = 0\),

\[
D(Tp,Tq)\le D(p,q),\qquad D(p,q)=\sum_j p_j\ln\frac{p_j}{q_j},\qquad 0\ln 0=0 .
\]

I would like to see the full derivation, including when equality holds, together with a proof that a machine has checked. Does the argument need a stationary state, or a transition matrix that is constant in time?

## From a tangent line to the inequality

It needs neither. The argument starts from \(\ln x\le x-1\), with equality only at \(x=1\).

Take numbers \(a,b\ge 0\), with \(b=0\) only if \(a=0\), and \(r>0\). If \(a>0\), put \(x=br/a\) and multiply by \(a\):

\[
a\ln r+a-br\le a\ln\frac ab ,
\]

with equality only if \(a=br\). If \(a=0\), the bound reads \(-br\le 0\), and equality again gives \(a=br\).

Now take weights \(a_j,b_j\) of this kind, with sums \(A\) and \(B\). If \(A>0\), then \(B>0\), and we may choose \(r=A/B\). Summing over \(j\), the linear parts cancel because \(A-B\,(A/B)=0\), which leaves the log-sum inequality

\[
A\ln\frac AB\le\sum_j a_j\ln\frac{a_j}{b_j}.
\]

Equality forces \(a_jB=b_jA\) for every \(j\). If \(A=0\), all \(a_j\) vanish and both sides are zero.

Let \(T_{ij}\) be the probability of going from \(j\) to \(i\), so that \(\sum_i T_{ij}=1\). The joint input-output weights \(T_{ij}p_j\) and \(T_{ij}q_j\) have the same relative entropy as the inputs, since \(T_{ij}\) cancels in the logarithm and terms with \(T_{ij}=0\) contribute nothing:

\[
\sum_{i,j}T_{ij}p_j\ln\frac{T_{ij}p_j}{T_{ij}q_j}
=\sum_j\Big(\sum_iT_{ij}\Big)p_j\ln\frac{p_j}{q_j}=D(p,q).
\]

For fixed \(i\), these weights sum over \(j\) to \((Tp)_i\) and \((Tq)_i\). The log-sum inequality therefore gives

\[
(Tp)_i\ln\frac{(Tp)_i}{(Tq)_i}\le\sum_jT_{ij}p_j\ln\frac{T_{ij}p_j}{T_{ij}q_j},
\]

and summing over \(i\) gives \(D(Tp,Tq)\le D(p,q)\).

## Equality means that Bayes' rule recovers the input

Suppose every \((Tq)_i>0\), and define the reverse channel \(R_{ji}=T_{ij}q_j/(Tq)_i\). If \(D\) is preserved, equality holds in each row, so \(T_{ij}p_j(Tq)_i=T_{ij}q_j(Tp)_i\). Dividing by \((Tq)_i\) and summing over \(i\) gives

\[
(RTp)_j=\sum_i T_{ij}p_j=p_j .
\]

Conversely, \(R\) is nonnegative, its columns sum to \((Tq)_i/(Tq)_i=1\), and \(RTq=q\). If also \(RTp=p\), data processing for \(R\) gives \(D(p,q)=D(RTp,RTq)\le D(Tp,Tq)\), which is the opposite inequality.

The smallest nonempty output space has a single state. Then \(T\) is a row of ones, and for normalised \(p,q\) the left side is \(1\ln 1=0\), so data processing reduces to \(D(p,q)\ge 0\). Here \(R\) returns \(q\) whatever the input was, so equality holds only for \(p=q\).

## Two solutions under one drive

Let \(p^{(k+1)}=T_kp^{(k)}\) and \(q^{(k+1)}=T_kq^{(k)}\), where every \(T_k\) is a square column-stochastic matrix and the initial populations are nonnegative and meet the support condition, \(q^{(0)}_j=0\) only where \(p^{(0)}_j=0\). Nonnegativity persists. So does the support condition: if \((T_kq^{(k)})_i=0\), each \(T_{k,ij}q^{(k)}_j\) vanishes, hence each \(T_{k,ij}p^{(k)}_j\) does too, and \((T_kp^{(k)})_i=0\). Data processing then applies at every step, whatever the sequence of matrices.

## Populations and channels in Lean

The input and output states are the finite types `n` and `m`, and populations are real-valued functions on them. `relEntropy p q` is the sum above with the natural logarithm. `IsChannel T` says that the entries `T i j`, from `j` to `i`, are nonnegative and that each column sums to one, which is conservation of probability. `T *ᵥ p` is the matrix-vector product \(Tp\).

In `data_processing`, `hp` and `hq` state nonnegativity. `hpq` says that the reference \(q\) populates every state that \(p\) populates; it holds automatically when \(q\) is strictly positive. Without it \(D\) would be infinite, whereas Lean's conventions for division by zero and `Real.log 0` would give a finite number. Normalisation is not assumed, so the textbook case of probability vectors is included.

`data_processing_eq_iff` adds `hTq`: every output state receives some reference population, so that Bayes' rule is defined there. `driven_chain_antitone` says that \(D(p^{(k)},q^{(k)})\) never increases with \(k\). Its hypotheses `stepp` and `stepq` express memoryless dynamics with the same matrix `T k` for both solutions.

The theorems concern finite state spaces and discrete steps, and they give no rate of decay. For an open quantum system, they apply to populations in a fixed basis that obey a closed, finite set of classical rate equations with conserved total population and nonnegative rates that do not depend on the populations; relative entropy between density matrices is not treated.

```lean
import Mathlib

open Matrix

namespace ClassicalDataProcessing

noncomputable section

variable {m n : Type*} [Fintype m] [Fintype n]

/-- Relative entropy `D(p,q) = ∑ p_i ln (p_i / q_i)` of nonnegative populations, with
`0 ln 0 = 0`; its domain is the pairs for which `q_i = 0` only where `p_i = 0`. -/
def relEntropy (p q : n → ℝ) : ℝ := ∑ i, p i * Real.log (p i / q i)

/-- A classical channel from states `n` to states `m`: a matrix of transition probabilities
`T i j` from `j` to `i`, nonnegative and with unit column sums. -/
structure IsChannel (T : Matrix m n ℝ) : Prop where
  nonneg : ∀ i j, 0 ≤ T i j
  col_sum : ∀ j, ∑ i, T i j = 1

/-- The Bayes reverse channel `R_ji = T_ij q_j / (T q)_i` for the reference populations `q`,
defined where `(T q)_i ≠ 0`. -/
def bayesReverse (T : Matrix m n ℝ) (q : n → ℝ) : Matrix n m ℝ :=
  Matrix.of fun j i => T i j * q j / (T *ᵥ q) i

/-- Tangent bound for one term of the relative entropy: for `a, b ≥ 0`, with `b = 0` only if
`a = 0`, and `r > 0`, one has `a ln r + a - b r ≤ a ln (a/b)`, and equality forces `a = b r`. -/
theorem tangent_bound {a b r : ℝ} (ha : 0 ≤ a) (hb : 0 ≤ b) (hab : b = 0 → a = 0)
    (hr : 0 < r) :
    a * Real.log r + (a - b * r) ≤ a * Real.log (a / b) ∧
      (a * Real.log r + (a - b * r) = a * Real.log (a / b) → a = b * r) := by
  have hbr := mul_nonneg hb hr.le
  rcases ha.eq_or_lt with h | h
  · subst h
    simp only [zero_mul]
    exact ⟨by linarith, fun h => by linarith⟩
  · have hb' : 0 < b := hb.lt_of_ne fun h0 => h.ne' (hab h0.symm)
    have hx : 0 < b * r / a := by positivity
    have hlog : Real.log (b * r / a) = Real.log r - Real.log (a / b) := by
      rw [Real.log_div (mul_pos hb' hr).ne' h.ne', Real.log_mul hb'.ne' hr.ne',
        Real.log_div h.ne' hb'.ne']
      ring
    have hmul : a * (b * r / a) = b * r := mul_div_cancel₀ _ h.ne'
    constructor
    · -- ln x ≤ x - 1 at x = b r / a
      have h1 := mul_le_mul_of_nonneg_left (Real.log_le_sub_one_of_pos hx) h.le
      rw [hlog, mul_sub, mul_sub, hmul] at h1
      linarith
    · intro he
      by_contra hne
      have hx1 : b * r / a ≠ 1 := fun h1 => hne (by rw [h1, mul_one] at hmul; exact hmul)
      have h1 := mul_lt_mul_of_pos_left (Real.log_lt_sub_one_of_pos hx hx1) h
      rw [hlog, mul_sub, mul_sub, hmul] at h1
      linarith

/-- Log-sum inequality: lumping all states into one does not increase the relative entropy of
nonnegative weights `a, b`, where `b` vanishes only where `a` does. Equality forces `a` and `b`
to be proportional. -/
theorem log_sum {a b : n → ℝ} (ha : ∀ j, 0 ≤ a j) (hb : ∀ j, 0 ≤ b j)
    (hab : ∀ j, b j = 0 → a j = 0) :
    (∑ j, a j) * Real.log ((∑ j, a j) / ∑ j, b j) ≤ relEntropy a b ∧
      ((∑ j, a j) * Real.log ((∑ j, a j) / ∑ j, b j) = relEntropy a b →
        ∀ j, a j * ∑ k, b k = b j * ∑ k, a k) := by
  have hA : 0 ≤ ∑ j, a j := Finset.sum_nonneg fun j _ => ha j
  have hB0 : 0 ≤ ∑ j, b j := Finset.sum_nonneg fun j _ => hb j
  rcases hA.eq_or_lt with h | h
  · have h0 : ∀ j, a j = 0 := fun j =>
      (Finset.sum_eq_zero_iff_of_nonneg (fun j _ => ha j)).1 h.symm j (Finset.mem_univ j)
    exact ⟨by simp [relEntropy, h0], fun _ j => by simp [h0]⟩
  · have hB : 0 < ∑ j, b j := hB0.lt_of_ne fun h0 => h.ne' <|
      Finset.sum_eq_zero fun j hj => hab j
        ((Finset.sum_eq_zero_iff_of_nonneg (fun j _ => hb j)).1 h0.symm j hj)
    have hr := div_pos h hB
    -- the linear parts of the tangent bounds cancel in the sum
    have key : ∑ j, (a j * Real.log ((∑ k, a k) / ∑ k, b k)
        + (a j - b j * ((∑ k, a k) / ∑ k, b k)))
        = (∑ j, a j) * Real.log ((∑ j, a j) / ∑ j, b j) := by
      have hBr : (∑ k, b k) * ((∑ k, a k) / ∑ k, b k) = ∑ k, a k :=
        mul_div_cancel₀ _ hB.ne'
      rw [Finset.sum_add_distrib, Finset.sum_sub_distrib, ← Finset.sum_mul,
        ← Finset.sum_mul, hBr, sub_self, add_zero]
    have ht := fun j => tangent_bound (ha j) (hb j) (hab j) hr
    unfold relEntropy
    rw [← key]
    refine ⟨Finset.sum_le_sum fun j _ => (ht j).1, fun he j => ?_⟩
    have h2 := (ht j).2
      ((Finset.sum_eq_sum_iff_of_le fun j _ => (ht j).1).1 he j (Finset.mem_univ j))
    calc a j * ∑ k, b k = b j * ((∑ k, a k) / ∑ k, b k) * ∑ k, b k := by rw [← h2]
      _ = b j * ∑ k, a k := by rw [mul_assoc, div_mul_cancel₀ _ hB.ne']

/-- The relative entropy of the inputs of a channel equals that of the joint input-output
weights `T_ij p_j` and `T_ij q_j`. -/
theorem relEntropy_joint {T : Matrix m n ℝ} (hT : IsChannel T) (p q : n → ℝ) :
    relEntropy p q = ∑ i, relEntropy (fun j => T i j * p j) (fun j => T i j * q j) := by
  unfold relEntropy
  rw [Finset.sum_comm]
  refine Finset.sum_congr rfl fun j _ => ?_
  have h : ∀ i, T i j * p j * Real.log (T i j * p j / (T i j * q j))
      = T i j * (p j * Real.log (p j / q j)) := by
    intro i
    rcases eq_or_ne (T i j) 0 with h | h
    · simp [h]
    · rw [mul_div_mul_left _ _ h, mul_assoc]
  rw [Finset.sum_congr rfl fun i _ => h i, ← Finset.sum_mul, hT.col_sum, one_mul]

/-- For each output state of a channel, the output term of the relative entropy is at most the
joint one, for nonnegative `p, q` with `q` vanishing only where `p` does; equality forces
`T_ij p_j (T q)_i = T_ij q_j (T p)_i`. -/
theorem output_bound {T : Matrix m n ℝ} (hT : IsChannel T) {p q : n → ℝ}
    (hp : ∀ j, 0 ≤ p j) (hq : ∀ j, 0 ≤ q j) (hpq : ∀ j, q j = 0 → p j = 0) (i : m) :
    (T *ᵥ p) i * Real.log ((T *ᵥ p) i / (T *ᵥ q) i)
        ≤ relEntropy (fun j => T i j * p j) (fun j => T i j * q j) ∧
      ((T *ᵥ p) i * Real.log ((T *ᵥ p) i / (T *ᵥ q) i)
          = relEntropy (fun j => T i j * p j) (fun j => T i j * q j) →
        ∀ j, T i j * p j * (T *ᵥ q) i = T i j * q j * (T *ᵥ p) i) :=
  log_sum (a := fun j => T i j * p j) (b := fun j => T i j * q j)
    (fun j => mul_nonneg (hT.nonneg i j) (hp j))
    (fun j => mul_nonneg (hT.nonneg i j) (hq j))
    (fun j h => by
      rcases mul_eq_zero.1 h with h | h
      · simp [h]
      · simp [hpq j h])

/-- Data processing inequality: a classical channel does not increase the relative entropy of
two nonnegative population vectors `p, q`, where `q` vanishes only where `p` does. -/
theorem data_processing {T : Matrix m n ℝ} (hT : IsChannel T) {p q : n → ℝ}
    (hp : ∀ j, 0 ≤ p j) (hq : ∀ j, 0 ≤ q j) (hpq : ∀ j, q j = 0 → p j = 0) :
    relEntropy (T *ᵥ p) (T *ᵥ q) ≤ relEntropy p q := by
  rw [relEntropy_joint hT p q]
  unfold relEntropy
  exact Finset.sum_le_sum fun i _ => (output_bound hT hp hq hpq i).1

/-- If `q` is nonnegative and every component of `T q` is positive, the Bayes reverse of a
channel `T` is itself a channel, and it takes `T q` back to `q`. -/
theorem bayesReverse_channel {T : Matrix m n ℝ} (hT : IsChannel T) {q : n → ℝ}
    (hq : ∀ j, 0 ≤ q j) (hTq : ∀ i, 0 < (T *ᵥ q) i) :
    IsChannel (bayesReverse T q) ∧ bayesReverse T q *ᵥ (T *ᵥ q) = q := by
  refine ⟨⟨fun j i => div_nonneg (mul_nonneg (hT.nonneg i j) (hq j)) (hTq i).le,
    fun i => ?_⟩, ?_⟩
  · change ∑ j, T i j * q j / (T *ᵥ q) i = 1
    rw [← Finset.sum_div]
    exact div_self (hTq i).ne'
  · ext j
    change ∑ i, T i j * q j / (T *ᵥ q) i * (T *ᵥ q) i = q j
    rw [Finset.sum_congr rfl fun i _ => div_mul_cancel₀ (T i j * q j) (hTq i).ne',
      ← Finset.sum_mul, hT.col_sum, one_mul]

/-- Equality in data processing: for nonnegative `p, q`, with `q` vanishing only where `p` does
and every component of `T q` positive, the channel preserves the relative entropy exactly when
the Bayes reverse channel built from `q` recovers `p` from `T p`. -/
theorem data_processing_eq_iff {T : Matrix m n ℝ} (hT : IsChannel T) {p q : n → ℝ}
    (hp : ∀ j, 0 ≤ p j) (hq : ∀ j, 0 ≤ q j) (hpq : ∀ j, q j = 0 → p j = 0)
    (hTq : ∀ i, 0 < (T *ᵥ q) i) :
    relEntropy (T *ᵥ p) (T *ᵥ q) = relEntropy p q ↔
      bayesReverse T q *ᵥ (T *ᵥ p) = p := by
  constructor
  · intro he
    rw [relEntropy_joint hT p q] at he
    -- equality of the sums forces equality for each output state
    have hi := (Finset.sum_eq_sum_iff_of_le
      fun i _ => (output_bound hT hp hq hpq i).1).1 he
    ext j
    change ∑ i, T i j * q j / (T *ᵥ q) i * (T *ᵥ p) i = p j
    have h : ∀ i, T i j * q j / (T *ᵥ q) i * (T *ᵥ p) i = T i j * p j := by
      intro i
      have h1 := (output_bound hT hp hq hpq i).2 (hi i (Finset.mem_univ i)) j
      rw [div_mul_eq_mul_div, ← h1, mul_div_cancel_right₀ _ (hTq i).ne']
    rw [Finset.sum_congr rfl fun i _ => h i, ← Finset.sum_mul, hT.col_sum, one_mul]
  · intro hR
    -- data processing for the reverse channel gives the opposite inequality
    obtain ⟨hC, hQ⟩ := bayesReverse_channel hT hq hTq
    have hTp : ∀ i, 0 ≤ (T *ᵥ p) i := fun i =>
      Finset.sum_nonneg fun j _ => mul_nonneg (hT.nonneg i j) (hp j)
    have h := data_processing hC hTp (fun i => (hTq i).le)
      (fun i h0 => absurd h0 (hTq i).ne')
    rw [hR, hQ] at h
    exact le_antisymm (data_processing hT hp hq hpq) h

/-- Two solutions `p, q` of the same time-dependent Markov chain have non-increasing relative
entropy, if initially both are nonnegative and `q` vanishes only where `p` does. -/
theorem driven_chain_antitone {T : ℕ → Matrix n n ℝ} (hT : ∀ k, IsChannel (T k))
    {p q : ℕ → n → ℝ} (hp : ∀ j, 0 ≤ p 0 j) (hq : ∀ j, 0 ≤ q 0 j)
    (hpq : ∀ j, q 0 j = 0 → p 0 j = 0)
    (stepp : ∀ k, p (k + 1) = T k *ᵥ p k) (stepq : ∀ k, q (k + 1) = T k *ᵥ q k) :
    Antitone fun k => relEntropy (p k) (q k) := by
  -- nonnegativity and the support condition persist in time
  have inv : ∀ k, (∀ j, 0 ≤ p k j) ∧ (∀ j, 0 ≤ q k j) ∧ (∀ j, q k j = 0 → p k j = 0) := by
    intro k
    induction k with
    | zero => exact ⟨hp, hq, hpq⟩
    | succ k ih =>
      obtain ⟨h1, h2, h3⟩ := ih
      rw [stepp, stepq]
      refine ⟨fun i => Finset.sum_nonneg fun j _ => mul_nonneg ((hT k).nonneg i j) (h1 j),
        fun i => Finset.sum_nonneg fun j _ => mul_nonneg ((hT k).nonneg i j) (h2 j),
        fun i h0 => ?_⟩
      change ∑ j, T k i j * q k j = 0 at h0
      change ∑ j, T k i j * p k j = 0
      refine Finset.sum_eq_zero fun j hj => ?_
      have h4 := (Finset.sum_eq_zero_iff_of_nonneg
        fun j _ => mul_nonneg ((hT k).nonneg i j) (h2 j)).1 h0 j hj
      rcases mul_eq_zero.1 h4 with h | h
      · rw [h, zero_mul]
      · rw [h3 j h, mul_zero]
  refine antitone_nat_of_succ_le fun k => ?_
  obtain ⟨h1, h2, h3⟩ := inv k
  rw [stepp, stepq]
  exact data_processing (hT k) h1 h2 h3

end

end ClassicalDataProcessing
```

```lean
#print axioms ClassicalDataProcessing.data_processing
-- 'ClassicalDataProcessing.data_processing' depends on axioms: [propext, Classical.choice, Quot.sound]
#print axioms ClassicalDataProcessing.data_processing_eq_iff
-- 'ClassicalDataProcessing.data_processing_eq_iff' depends on axioms: [propext, Classical.choice, Quot.sound]
#print axioms ClassicalDataProcessing.driven_chain_antitone
-- 'ClassicalDataProcessing.driven_chain_antitone' depends on axioms: [propext, Classical.choice, Quot.sound]
```

## The lemmas behind the inequality

`tangent_bound` splits into \(a=0\) and \(a>0\). In the second case it uses `Real.log_le_sub_one_of_pos` at \(x=br/a\). For the equality clause it assumes \(a\ne br\) and obtains a contradiction from the strict version of the same bound.

`log_sum` treats \(A=0\) separately. Otherwise, `key` is the cancellation of the linear parts, and `Finset.sum_le_sum` adds up the tangent bounds. `Finset.sum_eq_sum_iff_of_le` supplies the equality case: if two sums are ordered term by term and agree, all their terms agree.

`relEntropy_joint` exchanges the two sums, cancels `T i j` where it is nonzero, and uses `hT.col_sum`. `output_bound` is `log_sum` applied to row \(i\), and `data_processing` sums that bound over \(i\).

`bayesReverse_channel` establishes the two facts about \(R\): it is a channel, and it returns \(Tq\) to \(q\). In `data_processing_eq_iff`, the forward direction extracts equality in each row and sums over \(i\). The reverse direction applies `data_processing` to \(R\) and closes with `le_antisymm`.

In `driven_chain_antitone`, the induction `inv` carries nonnegativity and the support condition forward. `antitone_nat_of_succ_le` then reduces the claim to a single step.

## The check in a kinetics code

For rate equations \(\dot p=Wp\), where \(W\) is constant during the step and has nonnegative off-diagonal entries and zero column sums, the propagator \(e^{W\Delta t}\) is a channel. The explicit Euler matrix \(I+\Delta t\,W\) is one exactly when \(\Delta t\) times the largest total exit rate is at most one. Beyond that limit it has a negative diagonal entry, and the inequality is no longer guaranteed.

In Python, `scipy.special.rel_entr(p, q).sum()` evaluates \(D\) with \(0\ln 0=0\) and returns infinity if the support condition fails or if an entry is negative, even by a rounding error. Codes that store row-stochastic matrices and multiply from the left by row vectors use the transpose of \(T\).

If the initial populations meet the hypotheses, a rise in \(D\) beyond rounding error means that some step was not a channel or that the two vectors were propagated differently. A non-increasing \(D\) does not show that the rates themselves are right.
